# Coincidences of Planar Particles Do Not Divide Configuration Space

A variational Monte Carlo run that moves electrons in small steps from a single start relies on every region of nonzero wavefunction being either reachable or a symmetry copy of one that is. For electrons of equal spin on a line, an antisymmetric wavefunction vanishes wherever two of them meet, and their order cannot change without such a meeting. In the plane, particles can go round each other. The theorems below show that the configurations without coincidences then form one connected region, for any finite number of particles. Other zeros of a wavefunction can still divide that region, as the last section shows. Connectedness says nothing about how quickly a discrete random walk explores that region; this step to an actual simulation needs a separate argument.

## Configurations and complex lines

```lean
import Mathlib

open Matrix

namespace PlanarCoincidences

/-- Configurations of `N` particles in the plane, with complex coordinates, in which no two
particles sit at the same point. -/
def coincidenceFree (N : ℕ) : Set (Fin N → ℂ) :=
  {z | ∀ i k, i ≠ k → z i ≠ z k}
```

A configuration is a function `Fin N → ℂ`: it assigns to each particle label \(0,\dots,N-1\) a complex number \(z_j = x_j + \mathrm{i}\,y_j\), the particle's position in the unbounded plane. The set `coincidenceFree N` contains the configurations with \(z_i \neq z_k\) whenever \(i \neq k\). Spin does not appear.

```lean
/-- The complex line through the configurations `z` (at `t = 0`) and `w` (at `t = 1`). -/
def complexLine {N : ℕ} (z w : Fin N → ℂ) (t : ℂ) : Fin N → ℂ :=
  fun i => z i + t * (w i - z i)
```

This is the line \(z + t(w-z)\) through two configurations \(z\) and \(w\). The parameter \(t\) is complex and is not a time. Real \(t\) from 0 to 1 would move every particle straight to its target; complex \(t\) leaves room for detours.

## Going round the bad parameters

```lean
/-- Two configurations in a set `S` are joined by a path inside `S` if the complex line through
them leaves `S` for at most countably many parameters. -/
theorem joinedIn_of_countable {N : ℕ} {S : Set (Fin N → ℂ)} {z w : Fin N → ℂ}
    (hz : z ∈ S) (hw : w ∈ S) (h : {t : ℂ | complexLine z w t ∉ S}.Countable) :
    JoinedIn S z w := by
  -- the parameter plane stays path connected after removing countably many points
  have hpc := h.isPathConnected_compl_of_one_lt_rank (by
    rw [Complex.rank_real_complex]
    exact_mod_cast (by norm_num : (1 : ℕ) < 2))
  have hcont : Continuous (complexLine z w) :=
    continuous_pi fun i =>
      (show Continuous fun t : ℂ => z i + t * (w i - z i) from by fun_prop)
  have h0 : complexLine z w 0 = z := by
    funext i
    simp [complexLine]
  have h1 : complexLine z w 1 = w := by
    funext i
    simp [complexLine]
  have m0 : (0 : ℂ) ∈ {t : ℂ | complexLine z w t ∉ S}ᶜ := by simpa [h0] using hz
  have m1 : (1 : ℂ) ∈ {t : ℂ | complexLine z w t ∉ S}ᶜ := by simpa [h1] using hw
  -- carry a path of parameters over to a path of configurations
  refine ((hpc.image hcont).joinedIn z ⟨0, m0, h0⟩ w ⟨1, m1, h1⟩).mono ?_
  rintro _ ⟨t, ht, rfl⟩
  simpa using ht
```

Let \(S\) be a set of configurations containing \(z\) and \(w\), and let \(B\) be the set of parameters \(t\) at which the line is outside \(S\). If \(B\) is countable, then `JoinedIn S z w` holds: a continuous path inside \(S\) runs from \(z\) to \(w\).

Since \(z\) and \(w\) lie in \(S\), neither 0 nor 1 is in \(B\). For each real \(s\), take the broken path \(0 \to \tfrac12 + \mathrm{i}s \to 1\) in the parameter plane. Two such paths share only their endpoints, so each point of \(B\) lies on at most one of them. There are uncountably many paths, so one avoids \(B\). Inserting its points into \(z + t(w-z)\) gives the required path.

Lean takes the connectedness of the plane without \(B\) from Mathlib, which asks for real dimension greater than one. It then carries the result over to configurations by the continuous map `complexLine z w`.

```lean
/-- Two particles that are apart in the configuration `z` meet for at most one complex parameter
on the line from `z` to `w`. -/
theorem coincidence_subsingleton {N : ℕ} (z w : Fin N → ℂ) {i k : Fin N} (hz : z i ≠ z k) :
    {t : ℂ | complexLine z w t i = complexLine z w t k}.Subsingleton := by
  intro s hs t ht
  change z i + s * (w i - z i) = z k + s * (w k - z k) at hs
  change z i + t * (w i - z i) = z k + t * (w k - z k) at ht
  have hst : (s - t) * ((w i - w k) - (z i - z k)) = 0 := by
    linear_combination hs - ht
  rcases mul_eq_zero.mp hst with h | h
  · exact sub_eq_zero.mp h
  · -- a constant separation cannot vanish
    exact absurd (by linear_combination hs - s * h) hz
```

`Subsingleton` means "at most one element": two particles that are apart in \(z\) meet for at most one \(t\). Write \(a = z_i - z_k \neq 0\) and \(b = w_i - w_k\). The separation along the line is \(a + t(b-a)\). If it vanishes at both \(s\) and \(t\), subtraction gives

\[
(s-t)(b-a) = 0 .
\]

Either \(s=t\), or \(b=a\) and the separation is always \(a\), which is not zero. The two cases after `mul_eq_zero` are these two.

## One region for every N

```lean
/-- For every `N`, the coincidence-free configurations of `N` particles in the plane form a
path connected set. -/
theorem isPathConnected_coincidenceFree (N : ℕ) : IsPathConnected (coincidenceFree N) := by
  rw [isPathConnected_iff]
  refine ⟨⟨fun i => (i.val : ℂ), ?_⟩, fun z hz w hw => joinedIn_of_countable hz hw ?_⟩
  · intro i k hik h
    exact hik (Fin.ext (Nat.cast_injective (R := ℂ) h))
  · -- one possible meeting parameter for each pair of particles
    have hc : (⋃ i : Fin N, ⋃ k : Fin N, ⋃ _ : i ≠ k,
        {t : ℂ | complexLine z w t i = complexLine z w t k}).Countable :=
      Set.countable_iUnion fun i => Set.countable_iUnion fun k =>
        Set.countable_iUnion fun hik =>
          (coincidence_subsingleton z w (hz i k hik)).finite.countable
    refine hc.mono ?_
    intro t ht
    by_contra hn
    refine (show complexLine z w t ∉ coincidenceFree N from ht) ?_
    intro i k hik heq
    exact hn (Set.mem_iUnion.2 ⟨i, Set.mem_iUnion.2 ⟨k, Set.mem_iUnion.2 ⟨hik, heq⟩⟩⟩)
```

`IsPathConnected` means that the set is nonempty and that any two of its points are joined inside it. The configuration \(z_j = j\) shows that it is nonempty. For two coincidence-free configurations, each pair of particles contributes at most one bad parameter, so there are at most \(N(N-1)/2\) in all. The previous two results then supply the path. In Lean, the union over `i` and `k` collects the bad parameters.

The smallest case with a possible coincidence is \(N=2\). The path

\[
z_0(\theta) = \tfrac12\left(1 - e^{\mathrm{i}\theta}\right), \qquad
z_1(\theta) = \tfrac12\left(1 + e^{\mathrm{i}\theta}\right), \qquad 0 \le \theta \le \pi,
\]

exchanges particles at 0 and 1 while keeping them at distance 1. On a line, \(x_1 - x_0\) would have to pass through zero.

## Slater determinants and polynomial wavefunctions

```lean
/-- The set of all configurations at which the Slater determinant of the orbitals
`1, z, ..., z ^ (N - 1)` is nonzero is path connected. -/
theorem isPathConnected_slater (N : ℕ) :
    IsPathConnected {z : Fin N → ℂ | (Matrix.vandermonde z).det ≠ 0} := by
  have hset : {z : Fin N → ℂ | (Matrix.vandermonde z).det ≠ 0} = coincidenceFree N :=
    Set.ext fun z => Matrix.det_vandermonde_ne_zero_iff.trans
      ⟨fun h i k hik e => hik (h e), fun h i k e => by_contra fun hik => h i k hik e⟩
  rw [hset]
  exact isPathConnected_coincidenceFree N
```

The matrix `vandermonde z` has entries \(z_i^m\), with particle \(i\) as row and orbital \(m = 0,\dots,N-1\) as column. With lengths in units of the magnetic length, the normalised lowest-Landau-level orbitals in the symmetric gauge, for the field direction that gives powers of \(z\) rather than of its conjugate, are

\[
\varphi_m(z) = \frac{z^m e^{-|z|^2/4}}{\sqrt{2\pi\, 2^m\, m!}} .
\]

The extra factors, and the \(1/\sqrt{N!}\) of the Slater determinant, never vanish, so the zeros are the same. The theorem thus describes non-interacting, spin-polarised electrons occupying the orbitals \(m = 0,\dots,N-1\), one in each. These orbitals all have the same energy in a uniform field, so this choice is by \(m\), not by energy.

If two particles coincide, two rows are equal and the determinant is zero. Conversely, if it is zero, some nontrivial combination of the columns vanishes. That gives a nonzero polynomial of degree at most \(N-1\) with every \(z_i\) as a root, so the \(z_i\) cannot all be distinct. The node-free set is therefore `coincidenceFree N`, which is the equality `hset`.

```lean
/-- For every nonzero polynomial `P` in the complex particle coordinates, the set of all
configurations at which `P` does not vanish is path connected. -/
theorem isPathConnected_polynomial {N : ℕ} (P : MvPolynomial (Fin N) ℂ) (hP : P ≠ 0) :
    IsPathConnected {z : Fin N → ℂ | MvPolynomial.eval z P ≠ 0} := by
  rw [isPathConnected_iff]
  refine ⟨?_, fun z hz w hw => joinedIn_of_countable hz hw ?_⟩
  · by_contra hne
    refine hP (MvPolynomial.funext fun z => ?_)
    rw [map_zero]
    by_contra hz
    exact hne ⟨z, hz⟩
  · -- on the complex line the wavefunction is a polynomial in one variable
    let L : Fin N → Polynomial ℂ :=
      fun i => Polynomial.C (z i) + Polynomial.X * Polynomial.C (w i - z i)
    have hq : ∀ (Q : MvPolynomial (Fin N) ℂ) (t : ℂ),
        (MvPolynomial.aeval L Q).eval t = MvPolynomial.eval (complexLine z w t) Q := by
      intro Q t
      induction Q using MvPolynomial.induction_on with
      | C a => simp [Polynomial.algebraMap_eq]
      | add p q hp hq => simp only [map_add, Polynomial.eval_add, hp, hq]
      | mul_X p i hp =>
        simp only [map_mul, Polynomial.eval_mul, hp, MvPolynomial.aeval_X, MvPolynomial.eval_X]
        simp [L, complexLine]
    have h0 : complexLine z w 0 = z := by
      funext i
      simp [complexLine]
    have hne : MvPolynomial.aeval L P ≠ 0 := by
      intro h
      have h' := hq P 0
      rw [h, Polynomial.eval_zero, h0] at h'
      exact hz h'.symm
    -- its roots are finite in number
    refine (Polynomial.finite_setOfPred_isRoot hne).countable.mono ?_
    intro t ht
    change (MvPolynomial.aeval L P).eval t = 0
    rw [hq]
    by_contra hn
    exact ht hn
```

Here \(P\) is any nonzero polynomial in the \(z_j\), without their complex conjugates; antisymmetry is not required. Such a polynomial is nonzero at some configuration. If \(P(z)\) and \(P(w)\) are both nonzero, set

\[
p(t) = P\bigl(z + t(w-z)\bigr).
\]

This is a polynomial in one variable with \(p(0) = P(z) \neq 0\), so it has finitely many roots, and the first result joins \(z\) to \(w\). In Lean, `L` holds the coordinates as polynomials in \(t\), and `hq` confirms that substituting them into \(P\) gives \(p\).

## Real antisymmetric wavefunctions need further nodes

```lean
/-- A real wavefunction of planar particles that is continuous away from coincidences and changes
sign under the exchange of particles `i` and `k` vanishes at some coincidence-free
configuration. -/
theorem exists_node_off_coincidence {N : ℕ} {ψ : (Fin N → ℂ) → ℝ}
    (hψ : ContinuousOn ψ (coincidenceFree N)) (i k : Fin N)
    (hanti : ∀ z ∈ coincidenceFree N, ψ (z ∘ Equiv.swap i k) = -ψ z) :
    ∃ z ∈ coincidenceFree N, ψ z = 0 := by
  have hc := (isPathConnected_coincidenceFree N).isConnected.isPreconnected
  obtain ⟨z, hz⟩ := (isPathConnected_coincidenceFree N).nonempty
  have hz' : z ∘ Equiv.swap i k ∈ coincidenceFree N :=
    fun a b hab => hz _ _ fun h => hab ((Equiv.swap i k).injective h)
  have hs := hanti z hz
  -- the wavefunction takes opposite values at the two ends of an exchange path
  rcases le_total 0 (ψ z) with h | h
  · exact hc.intermediate_value hz' hz hψ ⟨by linarith, h⟩
  · exact hc.intermediate_value hz hz' hψ ⟨h, by linarith⟩
```

Now \(\psi\) is real, continuous where no particles coincide, and odd under the exchange of particles \(i\) and \(k\), written `z ∘ Equiv.swap i k`. Take a coincidence-free \(z\) and its exchanged copy \(z'\), so that \(\psi(z') = -\psi(z)\). A coincidence-free path joins them, and along it \(\psi\) runs continuously between opposite values. By the intermediate value theorem it vanishes on the way. The two cases of `le_total` only settle which end has the larger value.

With complex values the conclusion can fail: the determinant above is odd under exchange and vanishes only at coincidences.

```lean
/-- For two planar particles, the real part of `z 1 - z 0` is continuous, changes sign under
exchange, and is nonzero at the configuration `(0, 1)`. -/
theorem exists_node_off_coincidence_witness :
    Continuous (fun z : Fin 2 → ℂ => (z 1 - z 0).re) ∧
    (∀ z : Fin 2 → ℂ, ((z ∘ Equiv.swap 0 1) 1 - (z ∘ Equiv.swap 0 1) 0).re
      = -(z 1 - z 0).re) ∧
    ((![0, 1] : Fin 2 → ℂ) 1 - (![0, 1] : Fin 2 → ℂ) 0).re ≠ 0 := by
  refine ⟨Complex.continuous_re.comp (by fun_prop), fun z => ?_, ?_⟩
  · simp
  · simp

end PlanarCoincidences
```

The function \(\psi(z) = \operatorname{Re}(z_1 - z_0) = x_1 - x_0\) meets the hypotheses without being identically zero. Up to a Gaussian factor and normalisation, it is the Slater determinant of an \(s\) and a \(p_x\) orbital in a planar harmonic well. It vanishes whenever \(x_0 = x_1\), even if the particles are far apart in \(y\), and this node separates \(x_1 > x_0\) from \(x_1 < x_0\). A real wavefunction can therefore still have several nodal cells in the plane, with boundaries that coincidences alone do not supply.

```lean
#print axioms PlanarCoincidences.isPathConnected_slater
-- 'PlanarCoincidences.isPathConnected_slater' depends on axioms: [propext, Classical.choice, Quot.sound]
#print axioms PlanarCoincidences.isPathConnected_polynomial
-- 'PlanarCoincidences.isPathConnected_polynomial' depends on axioms: [propext, Classical.choice, Quot.sound]
#print axioms PlanarCoincidences.exists_node_off_coincidence
-- 'PlanarCoincidences.exists_node_off_coincidence' depends on axioms: [propext, Classical.choice, Quot.sound]
```
